# Omitting higher bands never lowers a level's k·p inverse mass

A k·p effective mass used in a semiclassical transport calculation can depend on which bands are retained. For independent electrons, a non-degenerate level and finitely many bands, the problems below find the sign of the error made by omitting bands above that level, and bound its size. The energies and momentum matrix elements of the retained bands are held fixed, not refitted, when bands are omitted.

Let `ι` label the bands, with real energies $E_j$ at $k=0$. The complex matrix $P$ is the momentum component along $k$, $m$ is the bare mass and $\hbar=1$.

In Lean 4 with Mathlib:

```lean
import Mathlib

open Matrix

namespace KPTruncation

variable {ι : Type*} [DecidableEq ι]
```

For a finite set $S$ of retained bands, define the inverse mass of level $n$ by

$$w_n(S)=\frac1m+\frac2{m^2}\sum_{j\in S,\,j\ne n}\frac{|P_{nj}|^2}{E_n-E_j}.$$

`S.erase n` removes the term $j=n$. The formula has its physical meaning when $m\neq0$ and no other retained band is degenerate with $n$.

```lean
/-- The k·p inverse effective mass of level `n` when the bands in `S` are retained (`ħ = 1`), for
Hermitian `P`, `n ∈ S`, `m ≠ 0` and `E j ≠ E n` for every other retained band `j`. -/
noncomputable def inverseMass (m : ℝ) (E : ι → ℝ) (P : Matrix ι ι ℂ) (S : Finset ι) (n : ι) : ℝ :=
  1 / m + 2 / m ^ 2 * ∑ j ∈ S.erase n, ‖P n j‖ ^ 2 / (E n - E j)
```

The Hamiltonian is $E+kP/m+k^2/(2m)$. Insert the state $n+k\psi_1+k^2\psi_2$ and the energy $E_n+ke_1+k^2e_2$. For each $j\in S$, orders $k$ and $k^2$ give

$$E_j\psi_{1,j}+\frac{P_{jn}}m=E_n\psi_{1,j}+e_1\delta_{jn},$$

$$E_j\psi_{2,j}+\frac1m\sum_{l\in S}P_{jl}\psi_{1,l}+\frac{\delta_{jn}}{2m}=E_n\psi_{2,j}+e_1\psi_{1,j}+e_2\delta_{jn}.$$

These are conditions on expansion coefficients; they say nothing about convergence of the series.

```lean
/-- The eigenvalue equation of the k·p Hamiltonian `E + k P / m + k² / (2 m)`, `m ≠ 0`, on the
bands `S`, at first and second order in `k`, for a state `n + k ψ₁ + k² ψ₂` of energy
`E n + k e₁ + k² e₂`. -/
def SolvesToSecondOrder (m : ℝ) (E : ι → ℝ) (P : Matrix ι ι ℂ) (S : Finset ι) (n : ι)
    (ψ₁ ψ₂ : ι → ℂ) (e₁ e₂ : ℂ) : Prop :=
  (∀ j ∈ S, (E j : ℂ) * ψ₁ j + P j n / (m : ℂ)
      = (E n : ℂ) * ψ₁ j + (if j = n then e₁ else 0)) ∧
  (∀ j ∈ S, (E j : ℂ) * ψ₂ j + (∑ l ∈ S, P j l * ψ₁ l) / (m : ℂ)
        + (if j = n then 1 / (2 * (m : ℂ)) else 0)
      = (E n : ℂ) * ψ₂ j + e₁ * ψ₁ j + (if j = n then e₂ else 0))
```

## (a) Inverse mass from the band energy

For Hermitian $P$, $n\in S$ and no other retained band degenerate with $n$, show that every solution satisfies

$$2e_2=w_n(S).$$

At first order, $j=n$ gives $e_1=P_{nn}/m$, and $l\ne n$ gives $\psi_{1,l}=P_{ln}/[m(E_n-E_l)]$. In the second-order equation for $j=n$, the term $P_{nn}\psi_{1,n}/m$ cancels $e_1\psi_{1,n}$. Since $P_{nl}P_{ln}=|P_{nl}|^2$,

$$e_2=\frac1{2m}+\frac1{m^2}\sum_{l\in S,\,l\ne n}\frac{|P_{nl}|^2}{E_n-E_l}.$$

Doubling gives the result. In the proof, `hψ` is the admixture, `hsq` uses Hermiticity, and the last `linear_combination` performs the cancellation.

```lean
/-- For Hermitian `P` and a retained level `n` that is not degenerate with another retained band,
twice the `k²` coefficient of the band energy is the inverse mass. -/
theorem two_mul_secondOrder_eq_inverseMass {m : ℝ} {E : ι → ℝ} {P : Matrix ι ι ℂ}
    {S : Finset ι} {n : ι} {ψ₁ ψ₂ : ι → ℂ} {e₁ e₂ : ℂ} (hP : P.IsHermitian) (hn : n ∈ S)
    (hE : ∀ j ∈ S, j ≠ n → E j ≠ E n) (h : SolvesToSecondOrder m E P S n ψ₁ ψ₂ e₁ e₂) :
    2 * e₂ = (inverseMass m E P S n : ℂ) := by
  obtain ⟨h1, h2⟩ := h
  have he1 := h1 n hn
  have he2 := h2 n hn
  simp only [↓reduceIte] at he1 he2
  have hsplit : ∑ l ∈ S, P n l * ψ₁ l = P n n * ψ₁ n + ∑ l ∈ S.erase n, P n l * ψ₁ l :=
    (Finset.add_sum_erase S (fun l => P n l * ψ₁ l) hn).symm
  -- the first-order equation fixes the admixture of every other band
  have hterm : ∑ l ∈ S.erase n, P n l * ψ₁ l
      = 1 / (m : ℂ) * ∑ l ∈ S.erase n, (‖P n l‖ : ℂ) ^ 2 / ((E n : ℂ) - (E l : ℂ)) := by
    rw [Finset.mul_sum]
    refine Finset.sum_congr rfl fun l hl => ?_
    obtain ⟨hln, hlS⟩ := Finset.mem_erase.1 hl
    have h := h1 l hlS
    rw [if_neg hln, add_zero] at h
    have hne : (E n : ℂ) - (E l : ℂ) ≠ 0 :=
      sub_ne_zero.2 (by exact_mod_cast (hE l hlS hln).symm)
    have hψ : ψ₁ l = P l n / (m : ℂ) / ((E n : ℂ) - (E l : ℂ)) := by
      rw [eq_div_iff hne]
      linear_combination (-1) * h
    have hsq : P n l * P l n = (‖P n l‖ : ℂ) ^ 2 := by
      rw [← hP.apply l n, ← Complex.ofReal_pow, Complex.sq_norm]
      exact Complex.mul_conj _
    rw [hψ]
    linear_combination (1 / (m : ℂ) / ((E n : ℂ) - (E l : ℂ))) * hsq
  rw [hsplit, hterm] at he2
  unfold inverseMass
  push_cast
  linear_combination (-2) * he2 + 2 * ψ₁ n * he1
```

## (b) A two-band solution

Take bands 0 and 1 with $E=(0,4)$, $m=1$, $P_{01}=P_{10}=1$ and zero diagonal. Verify that the equations for $n=0$ are solved by

$$\psi_1=(0,-\tfrac14),\quad \psi_2=0,\quad e_1=0,\quad e_2=\tfrac14.$$

At first order, band 1 gives $4(-\tfrac14)+1=0$; at second order, band 0 gives $-\tfrac14+\tfrac12=\tfrac14$. The other two equations read $0=0$. The state $(1,-k/4)$ is unnormalised; normalised through second order it is $(1-k^2/32,-k/4)$, with the same energy. The proof checks each component by `fin_cases`.

```lean
/-- A two-band model with gap 4, unit mass and unit momentum coupling has a Hermitian momentum
matrix and solves the k·p equations to second order with `e₂ = 1/4`. -/
theorem solvesToSecondOrder_witness :
    (!![0, 1; 1, 0] : Matrix (Fin 2) (Fin 2) ℂ).IsHermitian ∧
    SolvesToSecondOrder 1 ![0, 4] !![0, 1; 1, 0] Finset.univ (0 : Fin 2)
      ![0, -1 / 4] ![0, 0] 0 (1 / 4) := by
  refine ⟨Matrix.IsHermitian.ext fun i j => ?_, fun j _ => ?_, fun j _ => ?_⟩
  · fin_cases i <;> fin_cases j <;> simp
  · fin_cases j <;> simp
    norm_num
  · fin_cases j <;> simp [Fin.sum_univ_two]
    norm_num
```

## (c) The contribution of the omitted bands

For $n\in S\subseteq T$, show that

$$w_n(S)-w_n(T)=\frac2{m^2}\sum_{j\in T\setminus S}\frac{|P_{nj}|^2}{E_j-E_n}.$$

The terms $1/m$ and the sums over $S\setminus\{n\}$ cancel. What remains is minus the sum over $T\setminus S$, and the sign reverses the denominator. These steps are `hsum` and `hneg`; `hset` records that removing $n$ from both sets leaves their difference unchanged.

```lean
/-- Reducing the band set from `T` to `S`, with `n` retained, changes the inverse mass of `n` by
a sum over the omitted bands alone. -/
theorem inverseMass_sub {m : ℝ} {E : ι → ℝ} {P : Matrix ι ι ℂ} {S T : Finset ι} {n : ι}
    (hn : n ∈ S) (hST : S ⊆ T) :
    inverseMass m E P S n - inverseMass m E P T n
      = 2 / m ^ 2 * ∑ j ∈ T \ S, ‖P n j‖ ^ 2 / (E j - E n) := by
  have hset : T.erase n \ S.erase n = T \ S := by
    ext j
    by_cases hj : j = n
    · subst hj
      simp [hn]
    · simp [hj]
  have hsum : ∑ j ∈ T \ S, ‖P n j‖ ^ 2 / (E n - E j)
      + ∑ j ∈ S.erase n, ‖P n j‖ ^ 2 / (E n - E j)
      = ∑ j ∈ T.erase n, ‖P n j‖ ^ 2 / (E n - E j) := by
    rw [← hset]
    exact Finset.sum_sdiff (Finset.erase_subset_erase n hST)
  have hneg : ∑ j ∈ T \ S, ‖P n j‖ ^ 2 / (E j - E n)
      = -∑ j ∈ T \ S, ‖P n j‖ ^ 2 / (E n - E j) := by
    rw [← Finset.sum_neg_distrib]
    refine Finset.sum_congr rfl fun j _ => ?_
    rw [← neg_sub (E n) (E j), div_neg]
  unfold inverseMass
  linear_combination (2 / m ^ 2) * hsum - (2 / m ^ 2) * hneg
```

## (d) The sign of the error

Let $m>0$, $n\in S\subseteq T$, and let every band in $T\setminus S$ lie strictly above $n$. Show that

$$w_n(T)\le w_n(S),$$

with strict inequality exactly when $P_{nj}\ne0$ for some $j\in T\setminus S$.

Every term in (c) is non-negative (`hterm`), which gives the inequality. If all omitted couplings vanish, the difference is zero; one non-zero coupling makes it positive, by `Finset.sum_pos'`. Level $n$ need not be the lowest.

```lean
/-- For `m > 0`, if all bands added to `S` lie above the retained level `n`, its inverse mass does
not increase, and it drops strictly exactly when some added band couples to `n`. -/
theorem inverseMass_le_of_truncation {m : ℝ} {E : ι → ℝ} {P : Matrix ι ι ℂ}
    {S T : Finset ι} {n : ι} (hm : 0 < m) (hn : n ∈ S) (hST : S ⊆ T)
    (habove : ∀ j ∈ T \ S, E n < E j) :
    inverseMass m E P T n ≤ inverseMass m E P S n ∧
    (inverseMass m E P T n < inverseMass m E P S n ↔ ∃ j ∈ T \ S, P n j ≠ 0) := by
  have hd := inverseMass_sub (m := m) (E := E) (P := P) hn hST
  have hc : 0 < 2 / m ^ 2 := by positivity
  -- each omitted band above `n` contributes a non-negative term to the difference
  have hterm : ∀ j ∈ T \ S, 0 ≤ ‖P n j‖ ^ 2 / (E j - E n) := fun j hj =>
    div_nonneg (sq_nonneg _) (sub_pos.2 (habove j hj)).le
  have hle : 0 ≤ inverseMass m E P S n - inverseMass m E P T n := by
    rw [hd]
    exact mul_nonneg hc.le (Finset.sum_nonneg hterm)
  refine ⟨by linarith, fun hlt => ?_, ?_⟩
  · by_contra hno
    have hzero : ∀ j ∈ T \ S, P n j = 0 := fun j hj =>
      by_contra fun h => hno ⟨j, hj, h⟩
    have hz : ∑ j ∈ T \ S, ‖P n j‖ ^ 2 / (E j - E n) = 0 :=
      Finset.sum_eq_zero fun j hj => by simp [hzero j hj]
    rw [hz, mul_zero] at hd
    linarith
  · rintro ⟨j, hj, hPj⟩
    have hpos : 0 < ∑ j ∈ T \ S, ‖P n j‖ ^ 2 / (E j - E n) :=
      Finset.sum_pos' hterm
        ⟨j, hj, div_pos (pow_pos (norm_pos_iff.2 hPj) 2) (sub_pos.2 (habove j hj))⟩
    have hprod := mul_pos hc hpos
    linarith
```

## (e) Appending one level

For $m>0$, $n\in S$, $a\notin S$ and $E_n<E_a$, show that

$$w_n(S\cup\{a\})\le w_n(S),$$

strictly exactly when $P_{na}\ne0$.

Apply (d) with $T=S\cup\{a\}$. The only omitted band is $a$, as `hset` states.

```lean
/-- For `m > 0`, appending one new level `a` above the retained level `n` never increases the
inverse mass of `n`, and lowers it exactly when the momentum matrix element between them is
non-zero. -/
theorem inverseMass_append_le {m : ℝ} {E : ι → ℝ} {P : Matrix ι ι ℂ} {S : Finset ι} {n a : ι}
    (hm : 0 < m) (hn : n ∈ S) (haS : a ∉ S) (ha : E n < E a) :
    inverseMass m E P (insert a S) n ≤ inverseMass m E P S n ∧
    (inverseMass m E P (insert a S) n < inverseMass m E P S n ↔ P n a ≠ 0) := by
  have hset : insert a S \ S = {a} := by
    ext j
    simp only [Finset.mem_sdiff, Finset.mem_insert, Finset.mem_singleton]
    constructor
    · rintro ⟨h | h, h'⟩
      · exact h
      · exact absurd h h'
    · intro h
      exact ⟨Or.inl h, by rw [h]; exact haS⟩
  have h := inverseMass_le_of_truncation (E := E) (P := P) hm hn (Finset.subset_insert a S)
    (by rw [hset]; intro j hj; rw [Finset.mem_singleton.1 hj]; exact ha)
  rw [hset] at h
  exact ⟨h.1, h.2.trans (by simp)⟩
```

## (f) Too light a mass

Under the assumptions of (d), with $w_n(T)>0$, show that

$$\frac1{w_n(S)}\le\frac1{w_n(T)}.$$

By (d), $0<w_n(T)\le w_n(S)$, and taking reciprocals reverses the order. In the model of (b), the lower band has mass 2 with both bands and mass 1 alone.

```lean
/-- If the omitted bands lie above the retained level `n` and its inverse mass in the larger model
is positive, the truncated model gives an effective mass no larger than the larger model does. -/
theorem truncated_mass_le {m : ℝ} {E : ι → ℝ} {P : Matrix ι ι ℂ} {S T : Finset ι} {n : ι}
    (hm : 0 < m) (hn : n ∈ S) (hST : S ⊆ T) (habove : ∀ j ∈ T \ S, E n < E j)
    (hpos : 0 < inverseMass m E P T n) :
    1 / inverseMass m E P S n ≤ 1 / inverseMass m E P T n :=
  one_div_le_one_div_of_le hpos (inverseMass_le_of_truncation hm hn hST habove).1
```

## (g) A bound on the error

Let the full band set be finite, $P$ Hermitian, $n\in S$, and every omitted band at least $\Delta>0$ above $n$. Show that

$$w_n(S)-w_n(\text{all})\le\frac2{m^2\Delta}\Big[(P^2)_{nn}-\sum_{j\in S}|P_{nj}|^2\Big].$$

In (c), replace each $E_j-E_n$ by the smaller or equal $\Delta$. Completeness gives $(P^2)_{nn}=\sum_j|P_{nj}|^2$ (`hsq`), so the bracket is the omitted coupling strength. Here $P^2$ is the matrix square within the finite model, and the retained sum includes $j=n$. The `calc` block carries out the replacement.

```lean
/-- For Hermitian `P` and omitted bands at least `Δ > 0` above the retained level `n`, the
truncation error of its inverse mass is at most `2 / (m² Δ)` times the difference between `(P²)ₙₙ`
and the sum of `‖P n j‖²` over the retained bands. -/
theorem truncation_error_le [Fintype ι] {m Δ : ℝ} {E : ι → ℝ} {P : Matrix ι ι ℂ}
    {S : Finset ι} {n : ι} (hP : P.IsHermitian) (hn : n ∈ S) (hΔ : 0 < Δ)
    (hgap : ∀ j, j ∉ S → E n + Δ ≤ E j) :
    inverseMass m E P S n - inverseMass m E P Finset.univ n
      ≤ 2 / (m ^ 2 * Δ) * (((P * P) n n).re - ∑ j ∈ S, ‖P n j‖ ^ 2) := by
  -- completeness: the total coupling strength of level `n` is `(P²)ₙₙ`
  have hsq : ((P * P) n n).re = ∑ j, ‖P n j‖ ^ 2 := by
    rw [Matrix.mul_apply, Complex.re_sum]
    refine Finset.sum_congr rfl fun j _ => ?_
    rw [← hP.apply j n, Complex.sq_norm, Complex.normSq_apply]
    simp [Complex.mul_re]
  have hsplit : ∑ j ∈ Finset.univ \ S, ‖P n j‖ ^ 2 + ∑ j ∈ S, ‖P n j‖ ^ 2
      = ∑ j, ‖P n j‖ ^ 2 := Finset.sum_sdiff (Finset.subset_univ S)
  rw [inverseMass_sub hn (Finset.subset_univ S), hsq, ← hsplit, add_sub_cancel_right]
  calc 2 / m ^ 2 * ∑ j ∈ Finset.univ \ S, ‖P n j‖ ^ 2 / (E j - E n)
      ≤ 2 / m ^ 2 * ∑ j ∈ Finset.univ \ S, ‖P n j‖ ^ 2 / Δ := by
        refine mul_le_mul_of_nonneg_left (Finset.sum_le_sum fun j hj => ?_) (by positivity)
        have hj' := hgap j (Finset.mem_sdiff.1 hj).2
        exact div_le_div_of_nonneg_left (sq_nonneg _) hΔ (by linarith)
    _ = 2 / (m ^ 2 * Δ) * ∑ j ∈ Finset.univ \ S, ‖P n j‖ ^ 2 := by
        rw [← Finset.sum_div]
        ring

end KPTruncation
```

```lean
#print axioms KPTruncation.two_mul_secondOrder_eq_inverseMass
-- 'KPTruncation.two_mul_secondOrder_eq_inverseMass' depends on axioms: [propext, Classical.choice, Quot.sound]
#print axioms KPTruncation.inverseMass_append_le
-- 'KPTruncation.inverseMass_append_le' depends on axioms: [propext, Classical.choice, Quot.sound]
#print axioms KPTruncation.truncated_mass_le
-- 'KPTruncation.truncated_mass_le' depends on axioms: [propext, Classical.choice, Quot.sound]
#print axioms KPTruncation.truncation_error_le
-- 'KPTruncation.truncation_error_le' depends on axioms: [propext, Classical.choice, Quot.sound]
```
